# The SR1 denominator stays positive on a quadratic surface if the steps are linearly independent and the initial Hessian lies below the true one

Take a quadratic surface in two variables whose Hessian A exceeds the initial model B₀ by the identity matrix, so that the error is A − B₀ = I. Let the first step be s₀ = (1, 0). The symmetric rank-one (SR1) update of the model has the denominator s₀·(A − B₀)s₀ = 1 and leaves the error

A − B₁ = diag(0, 1).

For a second step s₁ = (a, b) the denominator is

s₁·(A − B₁)s₁ = b².

It is positive exactly when b ≠ 0, which is to say when s₁ is not a multiple of s₀. The first update has removed the error along s₀ and left it positive in every other direction. The same happens in any finite dimension and for any positive definite A − B₀.

## Positive denominators and independent steps

Let A be the symmetric Hessian of a quadratic surface, B_k the symmetric model before step s_k, and y_k = A s_k the gradient change along that step. Write

r_k = y_k − B_k s_k, d_k = r_k·s_k.

The SR1 update is

B_{k+1} = B_k + r_k r_kᵀ / d_k if d_k ≠ 0,
B_{k+1} = B_k if d_k = 0.

Suppose that A − B₀ is positive definite. Then for every k

d_k > 0 if and only if s_k is not in span{s_0, …, s_{k−1}}.

If s_0, …, s_{m−1} are linearly independent, all m denominators are therefore positive and all m updates are carried out. Conversely, m positive denominators force the m steps to be independent.

Positive definiteness of A − B₀ means that the initial model underestimates the curvature in every direction. A itself may be indefinite, as it is near a saddle point, provided that B₀ lies below it.

## The skip test in a quasi-Newton code

A common safeguard in SR1 codes is a test that skips the update when the denominator d_k is too small. For a geometry optimiser on an exactly quadratic surface, in exact arithmetic, the result says that a test for d_k = 0 never fires on independent steps if B₀ starts below A. This gives a check on an implementation: choose A, set B₀ = A − I, feed in well-separated independent steps, and look for a denominator that is not positive.

A code that tests against a tolerance can still skip. In the example above,

r₁·s₁ / (|r₁| |s₁|) = |b| / √(a² + b²),

which is as small as one likes when s₁ is nearly parallel to s₀.

## Completing the square along the step

Drop the index k for one update and let E = A − B, so that r = E s and d = s·E s. Suppose d ≠ 0. The new error is E′ = E − r rᵀ/d, hence

x·E′x = x·E x − (r·x)²/d.

Since E is symmetric, s·E x = r·x. For any real t,

(x − t s)·E(x − t s) = x·E x − 2t (r·x) + t² d.

Subtracting the first expression from the second leaves

t² d − 2t (r·x) + (r·x)²/d = d (t − r·x/d)²,

and so

(x − t s)·E(x − t s) = x·E′x + d (t − r·x/d)².

When d > 0, the new error form at x is the minimum of the old one along the line x − t s, reached at t = r·x/d.

Now let q_k(x) = x·(A − B_k)x and V_k = span{s_0, …, s_{k−1}}, with V_0 = {0}. The claim is that q_k(x) ≥ 0 for all x, with equality exactly on V_k. For k = 0 this is positive definiteness. Assume it for k. The denominator is d_k = q_k(s_k) ≥ 0, which leaves two cases.

- If d_k = 0, then s_k already lies in V_k. The space does not grow, the model does not change, and the claim carries over.
- If d_k > 0, choose the minimising t. Then q_{k+1}(x) = q_k(x − t s_k) ≥ 0. If this value is zero, x − t s_k lies in V_k, so x lies in V_{k+1}. In the other direction, let x = a s_k + z with z in V_k, and set t = a. The left side of the identity is q_k(z) = 0, while both terms on the right are nonnegative, so q_{k+1}(x) = 0.

Since d_k = q_k(s_k), the denominator is positive exactly when s_k lies outside V_k. Independent steps satisfy this at every k < m.

For the converse, suppose the first m steps are known to be independent and d_m > 0. In a vanishing linear combination of s_0, …, s_m, a nonzero coefficient of s_m would put s_m in V_m, which d_m > 0 excludes. That coefficient is zero, and the remaining ones vanish by the independence already known.

## The Lean file

```lean
import Mathlib

open Matrix

namespace SR1NoBreakdown

noncomputable section

variable {n : Type*} [Fintype n]

/-- The SR1 denominator `(y - B s) · s` for the step `s` and the gradient change `y`. -/
def sr1Denom (B : Matrix n n ℝ) (s y : n → ℝ) : ℝ := (y - B *ᵥ s) ⬝ᵥ s

/-- The SR1 update of the Hessian model `B`; it is skipped when the denominator vanishes. -/
def sr1Update (B : Matrix n n ℝ) (s y : n → ℝ) : Matrix n n ℝ :=
  if sr1Denom B s y = 0 then B
  else B + (sr1Denom B s y)⁻¹ • vecMulVec (y - B *ᵥ s) (y - B *ᵥ s)

/-- The Hessian models `B_k` produced by SR1 on a quadratic surface with Hessian `A`,
where the gradient changes are `y_k = A s_k`. -/
def sr1Iter (A B₀ : Matrix n n ℝ) (s : ℕ → n → ℝ) : ℕ → Matrix n n ℝ
  | 0 => B₀
  | k + 1 => sr1Update (sr1Iter A B₀ s k) (s k) (A *ᵥ s k)

/-- On a quadratic surface the denominator is the quadratic form of the Hessian error `A - B`
evaluated at the step. -/
theorem sr1Denom_eq (A B : Matrix n n ℝ) (s : n → ℝ) :
    sr1Denom B s (A *ᵥ s) = s ⬝ᵥ (A - B) *ᵥ s := by
  rw [sr1Denom, Matrix.sub_mulVec, dotProduct_comm]

/-- The SR1 update keeps the Hessian model symmetric. -/
theorem sr1Update_isSymm {B : Matrix n n ℝ} (hB : B.IsSymm) (s y : n → ℝ) :
    (sr1Update B s y).IsSymm := by
  have hv : ∀ r : n → ℝ, (vecMulVec r r)ᵀ = vecMulVec r r := by
    intro r
    ext i j
    simp only [Matrix.transpose_apply, Matrix.vecMulVec_apply]
    ring
  unfold sr1Update
  split_ifs
  · exact hB
  · unfold Matrix.IsSymm
    rw [Matrix.transpose_add, Matrix.transpose_smul, hB.eq, hv]

/-- Completing the square: for symmetric `A` and `B` and a nonzero denominator, the old error form
at `x - t s` is the new error form at `x` plus the denominator times a square. -/
theorem error_form_completing_square {A B : Matrix n n ℝ} (hA : A.IsSymm) (hB : B.IsSymm)
    (s x : n → ℝ) (t : ℝ) (hd : sr1Denom B s (A *ᵥ s) ≠ 0) :
    (x - t • s) ⬝ᵥ (A - B) *ᵥ (x - t • s) =
      x ⬝ᵥ (A - sr1Update B s (A *ᵥ s)) *ᵥ x + sr1Denom B s (A *ᵥ s) *
        (t - ((A *ᵥ s - B *ᵥ s) ⬝ᵥ x) / sr1Denom B s (A *ᵥ s)) ^ 2 := by
  rw [sr1Update, if_neg hd]
  unfold sr1Denom at hd ⊢
  obtain ⟨r, hr⟩ : ∃ r, r = A *ᵥ s - B *ᵥ s := ⟨_, rfl⟩
  rw [← hr] at hd ⊢
  have hE : (A - B) *ᵥ s = r := by rw [hr, Matrix.sub_mulVec]
  have hT : (A - B)ᵀ = A - B := by rw [Matrix.transpose_sub, hA.eq, hB.eq]
  -- symmetry of the error matrix
  have hsx : s ⬝ᵥ (A - B) *ᵥ x = r ⬝ᵥ x := by
    rw [Matrix.dotProduct_mulVec, ← Matrix.mulVec_transpose, hT, hE]
  have h1 : (x - t • s) ⬝ᵥ (A - B) *ᵥ (x - t • s) =
      x ⬝ᵥ (A - B) *ᵥ x - 2 * t * (r ⬝ᵥ x) + t ^ 2 * (r ⬝ᵥ s) := by
    rw [Matrix.mulVec_sub, Matrix.mulVec_smul, hE]
    simp only [sub_dotProduct, dotProduct_sub, smul_dotProduct, dotProduct_smul, smul_eq_mul]
    rw [hsx, dotProduct_comm x r, dotProduct_comm s r]
    ring
  -- action of the rank-one correction
  have hv : ∀ c : ℝ, (c • vecMulVec r r) *ᵥ x = (c * (r ⬝ᵥ x)) • r := by
    intro c
    ext i
    simp only [Matrix.mulVec, dotProduct, Matrix.smul_apply, Matrix.vecMulVec_apply,
      Pi.smul_apply, smul_eq_mul, Finset.mul_sum, Finset.sum_mul]
    exact Finset.sum_congr rfl fun j _ => by ring
  have h2 : x ⬝ᵥ (A - (B + (r ⬝ᵥ s)⁻¹ • vecMulVec r r)) *ᵥ x =
      x ⬝ᵥ (A - B) *ᵥ x - (r ⬝ᵥ s)⁻¹ * (r ⬝ᵥ x) ^ 2 := by
    rw [← sub_sub, Matrix.sub_mulVec (A - B), hv, dotProduct_sub, dotProduct_smul,
      smul_eq_mul, dotProduct_comm x r]
    ring
  rw [h1, h2]
  field_simp
  ring

/-- If `A - B₀` is positive definite, then for any steps the error form of `A - B_k` is
nonnegative and vanishes exactly on the span of the steps already taken. -/
theorem error_form_nonneg_and_kernel {A B₀ : Matrix n n ℝ} (hA : A.IsSymm) (hB : B₀.IsSymm)
    (hpos : ∀ x : n → ℝ, x ≠ 0 → 0 < x ⬝ᵥ (A - B₀) *ᵥ x) (s : ℕ → n → ℝ) (k : ℕ) :
    (∀ x, 0 ≤ x ⬝ᵥ (A - sr1Iter A B₀ s k) *ᵥ x) ∧
    ∀ x, x ⬝ᵥ (A - sr1Iter A B₀ s k) *ᵥ x = 0 ↔
      x ∈ Submodule.span ℝ (s '' Set.Iio k) := by
  have hsymm : ∀ k, (sr1Iter A B₀ s k).IsSymm := by
    intro k
    induction k with
    | zero => exact hB
    | succ k ih => exact sr1Update_isSymm ih _ _
  induction k with
  | zero =>
    have hempty : s '' Set.Iio 0 = ∅ := by
      ext x
      simp
    rw [hempty, Submodule.span_empty]
    simp only [sr1Iter, Submodule.mem_bot]
    refine ⟨fun x => ?_, fun x => ⟨fun h => ?_, fun h => by simp [h]⟩⟩
    · by_cases hx : x = 0
      · simp [hx]
      · exact (hpos x hx).le
    · by_contra hx
      exact (hpos x hx).ne' h
  | succ k ih =>
    obtain ⟨hnn, hker⟩ := ih
    have hset : s '' Set.Iio (k + 1) = insert (s k) (s '' Set.Iio k) := by
      rw [← Set.image_insert_eq]
      congr 1
      ext j
      simp only [Set.mem_Iio, Set.mem_insert_iff]
      omega
    rw [hset]
    by_cases hd : sr1Denom (sr1Iter A B₀ s k) (s k) (A *ᵥ s k) = 0
    · -- a skipped step already lies in the explored space
      have hmem := (hker (s k)).1 (by rw [← sr1Denom_eq]; exact hd)
      have hB' : sr1Iter A B₀ s (k + 1) = sr1Iter A B₀ s k := by
        rw [sr1Iter, sr1Update, if_pos hd]
      rw [Submodule.span_insert_eq_span hmem, hB']
      exact ⟨hnn, hker⟩
    · have hdpos : 0 < sr1Denom (sr1Iter A B₀ s k) (s k) (A *ᵥ s k) :=
        lt_of_le_of_ne (by rw [sr1Denom_eq]; exact hnn _) (Ne.symm hd)
      have key := fun x t => error_form_completing_square hA (hsymm k) (s k) x t hd
      -- the minimising t turns the new form into a value of the old one
      have hmin : ∀ x, ∃ t : ℝ, (x - t • s k) ⬝ᵥ (A - sr1Iter A B₀ s k) *ᵥ (x - t • s k) =
          x ⬝ᵥ (A - sr1Iter A B₀ s (k + 1)) *ᵥ x := by
        intro x
        refine ⟨((A *ᵥ s k - sr1Iter A B₀ s k *ᵥ s k) ⬝ᵥ x) /
          sr1Denom (sr1Iter A B₀ s k) (s k) (A *ᵥ s k), ?_⟩
        rw [key, sub_self, sr1Iter]
        ring
      have hnn' : ∀ x, 0 ≤ x ⬝ᵥ (A - sr1Iter A B₀ s (k + 1)) *ᵥ x := by
        intro x
        obtain ⟨t, ht⟩ := hmin x
        rw [← ht]
        exact hnn _
      refine ⟨hnn', fun x => ?_⟩
      rw [Submodule.mem_span_insert]
      constructor
      · intro h
        obtain ⟨t, ht⟩ := hmin x
        exact ⟨t, x - t • s k, (hker _).1 (ht.trans h), by abel⟩
      · rintro ⟨a, z, hz, rfl⟩
        have h := key (a • s k + z) a
        rw [add_sub_cancel_left, (hker z).2 hz] at h
        have h0 := hnn' (a • s k + z)
        rw [sr1Iter] at h0 ⊢
        have hsq := mul_nonneg hdpos.le (sq_nonneg (a - ((A *ᵥ s k - sr1Iter A B₀ s k *ᵥ s k) ⬝ᵥ
          (a • s k + z)) / sr1Denom (sr1Iter A B₀ s k) (s k) (A *ᵥ s k)))
        linarith

/-- For `A - B₀` positive definite, the denominator at step `k` is positive exactly when `s_k`
is not a linear combination of the earlier steps. -/
theorem sr1Denom_pos_iff {A B₀ : Matrix n n ℝ} (hA : A.IsSymm) (hB : B₀.IsSymm)
    (hpos : ∀ x : n → ℝ, x ≠ 0 → 0 < x ⬝ᵥ (A - B₀) *ᵥ x) (s : ℕ → n → ℝ) (k : ℕ) :
    0 < sr1Denom (sr1Iter A B₀ s k) (s k) (A *ᵥ s k) ↔
      s k ∉ Submodule.span ℝ (s '' Set.Iio k) := by
  obtain ⟨hnn, hker⟩ := error_form_nonneg_and_kernel hA hB hpos s k
  rw [sr1Denom_eq, ← hker]
  exact ⟨fun h => h.ne', fun h => lt_of_le_of_ne (hnn _) (Ne.symm h)⟩

/-- Absence of breakdown: if `A - B₀` is positive definite and the first `m` steps are linearly
independent, each of the `m` denominators is positive and each rank-one update is carried out. -/
theorem sr1_no_breakdown {A B₀ : Matrix n n ℝ} (hA : A.IsSymm) (hB : B₀.IsSymm)
    (hpos : ∀ x : n → ℝ, x ≠ 0 → 0 < x ⬝ᵥ (A - B₀) *ᵥ x) (s : ℕ → n → ℝ) {m : ℕ}
    (hs : LinearIndependent ℝ (fun i : Fin m => s i)) (k : ℕ) (hk : k < m) :
    0 < sr1Denom (sr1Iter A B₀ s k) (s k) (A *ᵥ s k) ∧
    sr1Iter A B₀ s (k + 1) = sr1Iter A B₀ s k +
      (sr1Denom (sr1Iter A B₀ s k) (s k) (A *ᵥ s k))⁻¹ •
        vecMulVec (A *ᵥ s k - sr1Iter A B₀ s k *ᵥ s k)
          (A *ᵥ s k - sr1Iter A B₀ s k *ᵥ s k) := by
  have hd : 0 < sr1Denom (sr1Iter A B₀ s k) (s k) (A *ᵥ s k) := by
    rw [sr1Denom_pos_iff hA hB hpos]
    intro hmem
    have hnot := hs.notMem_span_image (s := {i : Fin m | (i : ℕ) < k}) (x := ⟨k, hk⟩) (by simp)
    apply hnot
    refine Submodule.span_mono ?_ hmem
    rintro _ ⟨j, hj, rfl⟩
    exact ⟨⟨j, (Set.mem_Iio.1 hj).trans hk⟩, hj, rfl⟩
  exact ⟨hd, by rw [sr1Iter, sr1Update, if_neg hd.ne']⟩

/-- Converse: for `A - B₀` positive definite, if the first `m` denominators are positive, then
the first `m` steps are linearly independent. -/
theorem linearIndependent_of_sr1Denom_pos {A B₀ : Matrix n n ℝ} (hA : A.IsSymm)
    (hB : B₀.IsSymm) (hpos : ∀ x : n → ℝ, x ≠ 0 → 0 < x ⬝ᵥ (A - B₀) *ᵥ x)
    (s : ℕ → n → ℝ) (m : ℕ)
    (h : ∀ k < m, 0 < sr1Denom (sr1Iter A B₀ s k) (s k) (A *ᵥ s k)) :
    LinearIndependent ℝ (fun i : Fin m => s i) := by
  induction m with
  | zero => exact linearIndependent_empty_type
  | succ m ih =>
    have hm := ih (fun k hk => h k (by omega))
    rw [Fintype.linearIndependent_iff] at hm ⊢
    intro g hg
    have hg' : ∑ i : Fin m, g i.castSucc • s (i : ℕ) + g (Fin.last m) • s m = 0 := by
      rw [Fin.sum_univ_castSucc] at hg
      exact hg
    -- a nonzero last coefficient would put s_m in the span of its predecessors
    have hlast : g (Fin.last m) = 0 := by
      by_contra hne
      apply (sr1Denom_pos_iff hA hB hpos s m).1 (h m (by omega))
      rw [← Submodule.smul_mem_iff _ hne, eq_neg_of_add_eq_zero_right hg']
      exact neg_mem (sum_mem fun i _ =>
        Submodule.smul_mem _ _ (Submodule.subset_span ⟨i, i.isLt, rfl⟩))
    rw [hlast, zero_smul, add_zero] at hg'
    intro i
    induction i using Fin.lastCases with
    | last => exact hlast
    | cast j => exact hm (fun j => g j.castSucc) hg' j

/-- The Hessian `diag(1, -1)` has nonzero determinant, the step `(1, 1)` is nonzero, and for the
model `0` the SR1 denominator at this step vanishes. -/
theorem indefinite_breakdown :
    (!![1, 0; 0, -1] : Matrix (Fin 2) (Fin 2) ℝ).det ≠ 0 ∧ (![1, 1] : Fin 2 → ℝ) ≠ 0 ∧
    sr1Denom 0 ![1, 1] ((!![1, 0; 0, -1] : Matrix (Fin 2) (Fin 2) ℝ) *ᵥ ![1, 1]) = 0 := by
  refine ⟨by simp [Matrix.det_fin_two], fun h => ?_, ?_⟩
  · have h0 := congrFun h 0
    simp at h0
  · simp [sr1Denom, dotProduct, Fin.sum_univ_two]

end

end SR1NoBreakdown
```

```lean
#print axioms SR1NoBreakdown.sr1_no_breakdown
#print axioms SR1NoBreakdown.linearIndependent_of_sr1Denom_pos
#print axioms SR1NoBreakdown.indefinite_breakdown
```

```
'SR1NoBreakdown.sr1_no_breakdown' depends on axioms: [propext, Classical.choice, Quot.sound]
'SR1NoBreakdown.linearIndependent_of_sr1Denom_pos' depends on axioms: [propext, Classical.choice, Quot.sound]
'SR1NoBreakdown.indefinite_breakdown' depends on axioms: [propext, Classical.choice, Quot.sound]
```

## How the declarations match the derivation

The type `n` is the finite set of coordinate labels, and a step is a function `n → ℝ`. `sr1Denom` is d, `sr1Update` is the update with its skip, and `sr1Iter A B₀ s k` is B_k. The sequence `s` is infinite for convenience; `sr1_no_breakdown` assumes independence only of the first `m` entries. The hypothesis `hpos` spells out positive definiteness, and `hA` and `hB` give the symmetry of A and B₀. The set `s '' Set.Iio k` collects the steps with index below `k`, so its span is V_k.

`sr1Denom_eq` identifies the denominator with the error form at the step, and `sr1Update_isSymm` keeps every model symmetric. In `error_form_completing_square`, the intermediate results `h1` and `h2` are the two expansions above; `field_simp` and `ring` then combine them into the square.

`error_form_nonneg_and_kernel` is the induction. Its case split on `hd` separates skipped from executed updates, `hmin` supplies the minimising t, and the final `linarith` uses the fact that two nonnegative terms with sum zero both vanish. `sr1Denom_pos_iff` reads off the criterion for a single step.

`sr1_no_breakdown` turns independence into the statement that s_k lies outside the span of its predecessors. Its conclusion has two parts: the denominator is positive, and B_{k+1} is given by the rank-one formula. `linearIndependent_of_sr1Denom_pos` is the converse, by induction on `m`, with `hlast` showing that the last coefficient vanishes.

## An indefinite error, rounding and tolerances

Without definiteness of A − B₀, the very first update can fail. Take A = diag(1, −1), B₀ = 0 and s₀ = (1, 1). Then y₀ = (1, −1) and

d₀ = (1, −1)·(1, 1) = 0,

although A is invertible and the step is nonzero. The positive and negative curvatures cancel along this direction. The update is skipped, and B₁ = 0 does not reproduce the observed gradient change. `indefinite_breakdown` proves that the determinant and the step are nonzero and that the denominator vanishes.

The theorems concern real numbers and a constant Hessian. On an anharmonic surface the gradient change is not A s_k with one fixed A, and the argument does not apply. Rounding is not modelled either, and positivity comes with no lower bound. The steps are arbitrary given vectors: nothing is said about whether an optimiser produces independent ones, or whether it converges.

The skip rule could also have been modelled with a tolerance, rejecting an update when |d_k| ≤ ε |r_k| |s_k| for a fixed ε > 0. The error form would then vanish on the span of the accepted steps only. Independent steps would still have positive denominators, but independence would no longer guarantee that every update is carried out. Nearly parallel steps can be rejected, and so can a single step: for A − B₀ = diag(1, δ) with small δ > 0, the first step (√δ, 1) gives d₀ / (|r₀| |s₀|) = 2√δ / (1 + δ). The converse can fail, because a step rejected with a positive denominator can be tried again and gives the same positive value.
